# Closed-form criterion and step length for a local minimum in density-matrix line search with a nonzero cubic term

A line search that solves for zero slope and picks the wrong root can step to a local maximum along the line, and on some search lines there is no minimum to step to at all. I meet this with the density-matrix functional

$$\Omega(M)=\mathrm{Tr}\big((3M^2-2M^3)K\big),$$

where $M$ is a trial density matrix, $3M^2-2M^3$ is its purified form, and $K=H-\mu I$ is the Hamiltonian shifted by the chemical potential. Along $M=L+sD$, with $L$ the current matrix, $D$ the search direction and $s$ the step, $\Omega$ should be a cubic $c_0+c_1s+c_2s^2+c_3s^3$. For $c_3\neq0$ I believe that a local minimum exists exactly when $c_2^2>3c_1c_3$, and that it lies at

$$s=\frac{-c_2+\sqrt{c_2^2-3c_1c_3}}{3c_3}.$$

Can this be made rigorous and machine-checked, without assuming that any of the matrices commute?

## The root with positive curvature is the minimum

### From matrix products to a cubic

Keep the order of the factors when expanding:

$$M^2=L^2+s(LD+DL)+s^2D^2,$$

$$M^3=L^3+s(L^2D+LDL+DL^2)+s^2(LD^2+DLD+D^2L)+s^3D^3.$$

Multiplying by $K$ and taking traces gives $c_0=\Omega(L)$ and

$$\begin{aligned}
c_1&=3\,\mathrm{Tr}((LD+DL)K)-2\,\mathrm{Tr}((L^2D+LDL+DL^2)K),\\
c_2&=3\,\mathrm{Tr}(D^2K)-2\,\mathrm{Tr}((LD^2+DLD+D^2L)K),\\
c_3&=-2\,\mathrm{Tr}(D^3K).
\end{aligned}$$

Cyclicity of the trace moves $D$ to the right in every term of $c_1$; for example, $\mathrm{Tr}(LDK)=\mathrm{Tr}(KLD)$ and $\mathrm{Tr}(LDLK)=\mathrm{Tr}(LKLD)$. Hence $c_1=\mathrm{Tr}(GD)$ with

$$G=3(KL+LK)-2(KL^2+LKL+L^2K).$$

### Which stationary point is the minimum

Write $f(s)$ for the cubic and $\kappa=c_2+3c_3s$ for half its second derivative. For any displacement $h$,

$$f(s+h)-f(s)=h\,(c_1+2c_2s+3c_3s^2)+h^2(\kappa+c_3h).$$

At a local minimum the slope $c_1+2c_2s+3c_3s^2$ vanishes. Multiplying that equation by $3c_3$ and completing the square gives

$$\kappa^2=\Delta,\qquad \Delta=c_2^2-3c_1c_3.$$

The change in $f$ is now $h^2(\kappa+c_3h)$. If $\kappa\le0$, any small $h$ with $c_3h<0$ lowers $f$, so $s$ is not a minimum. If $\kappa>0$, the change is nonnegative for $|h|<\kappa/|c_3|$, so $s$ is a minimum. A local minimum therefore requires $\kappa=\sqrt\Delta>0$, and solving for $s$ gives the stated step. Conversely, when $\Delta>0$ this step has zero slope and $\kappa=\sqrt\Delta>0$.

Two consequences follow:

- A displacement $h\neq0$ from the minimum lowers the functional exactly when $c_3h<-\sqrt\Delta$. The minimum is thus only local, and a long enough step in the direction that makes $c_3h$ negative escapes from it.
- If $c_1<0$ and $c_3>0$, then $\Delta>c_2^2$, so $\sqrt\Delta>c_2$ and the minimum lies at a positive step.

### The Lean file

```lean
import Mathlib

open Matrix Topology

namespace DensityMatrixLineSearch

noncomputable section

variable {n : Type*} [Fintype n] [DecidableEq n]

/-- The density-matrix functional `Tr((3L² - 2L³)K)`, where `K` is the Hamiltonian shifted by
the chemical potential. -/
def energy (K L : Matrix n n ℝ) : ℝ :=
  trace (((3 : ℝ) • L ^ 2 - (2 : ℝ) • L ^ 3) * K)

/-- The gradient matrix `3(KL + LK) - 2(KL² + LKL + L²K)`. -/
def gradient (K L : Matrix n n ℝ) : Matrix n n ℝ :=
  (3 : ℝ) • (K * L + L * K) - (2 : ℝ) • (K * L ^ 2 + L * K * L + L ^ 2 * K)

/-- The coefficient of `s` in the functional along `L + sD`. -/
def c₁ (K L D : Matrix n n ℝ) : ℝ :=
  3 * trace ((L * D + D * L) * K) - 2 * trace ((L ^ 2 * D + L * D * L + D * L ^ 2) * K)

/-- The coefficient of `s²` in the functional along `L + sD`. -/
def c₂ (K L D : Matrix n n ℝ) : ℝ :=
  3 * trace (D ^ 2 * K) - 2 * trace ((L * D ^ 2 + D * L * D + D ^ 2 * L) * K)

/-- The coefficient of `s³` in the functional along `L + sD`. -/
def c₃ (K D : Matrix n n ℝ) : ℝ := -2 * trace (D ^ 3 * K)

/-- The cubic polynomial `a + b s + c s² + d s³`. -/
def cubic (a b c d s : ℝ) : ℝ := a + b * s + c * s ^ 2 + d * s ^ 3

/-- The step length `(-c + √(c² - 3bd)) / (3d)`, for `d ≠ 0` and `3bd ≤ c²`. -/
def step (b c d : ℝ) : ℝ := (-c + √(c ^ 2 - 3 * b * d)) / (3 * d)

/-- Along any line `L + sD` the functional equals `c₀ + c₁ s + c₂ s² + c₃ s³`, where `c₀` is its
value at `L`. -/
theorem energy_line (K L D : Matrix n n ℝ) (s : ℝ) :
    energy K (L + s • D) = cubic (energy K L) (c₁ K L D) (c₂ K L D) (c₃ K D) s := by
  -- expand `3M² - 2M³` at `M = L + sD`, keeping the order of the factors
  have key : (3 : ℝ) • (L + s • D) ^ 2 - (2 : ℝ) • (L + s • D) ^ 3 =
      ((3 : ℝ) • L ^ 2 - (2 : ℝ) • L ^ 3)
      + s • ((3 : ℝ) • (L * D + D * L) - (2 : ℝ) • (L ^ 2 * D + L * D * L + D * L ^ 2))
      + s ^ 2 • ((3 : ℝ) • D ^ 2 - (2 : ℝ) • (L * D ^ 2 + D * L * D + D ^ 2 * L))
      + s ^ 3 • ((-2 : ℝ) • D ^ 3) := by
    simp only [pow_succ, pow_zero, one_mul, add_mul, mul_add, smul_mul_assoc,
      mul_smul_comm, smul_add, smul_sub, smul_smul, mul_assoc]
    module
  unfold energy
  rw [key]
  simp only [cubic, c₁, c₂, c₃, add_mul, sub_mul, smul_mul_assoc, trace_add, trace_sub,
    trace_smul, smul_eq_mul]
  ring

/-- The coefficient `c₁` is the trace of the gradient matrix times `D`. -/
theorem slope_eq_trace_gradient (K L D : Matrix n n ℝ) :
    c₁ K L D = trace (gradient K L * D) := by
  -- cyclicity of the trace moves `D` to the right in each term
  have h1 := trace_mul_cycle L D K
  have h2 := (trace_mul_cycle L K D).symm
  have h3 := trace_mul_cycle (L ^ 2) D K
  have h4 : trace (L * D * L * K) = trace (L * K * L * D) := by
    simpa only [← mul_assoc] using trace_mul_comm (L * D) (L * K)
  have h5 := (trace_mul_cycle (L ^ 2) K D).symm
  simp only [c₁, gradient, add_mul, sub_mul, smul_mul_assoc, trace_add, trace_sub,
    trace_smul, smul_eq_mul]
  linear_combination 3 * h1 + 3 * h2 - 2 * h3 - 2 * h4 - 2 * h5

/-- If `d ≠ 0` and `3bd ≤ c²`, displacing the cubic by `h` from the step length changes it by
`h²(√(c² - 3bd) + d h)`. -/
theorem cubic_about_step (a : ℝ) {b c d : ℝ} (hd : d ≠ 0) (hD : 3 * b * d ≤ c ^ 2) (h : ℝ) :
    cubic a b c d (step b c d + h) =
      cubic a b c d (step b c d) + h ^ 2 * (√(c ^ 2 - 3 * b * d) + d * h) := by
  have h3 : 3 * d ≠ 0 := mul_ne_zero (by norm_num) hd
  have hr := Real.sq_sqrt (sub_nonneg.2 hD)
  have hs : 3 * d * step b c d = -c + √(c ^ 2 - 3 * b * d) := mul_div_cancel₀ _ h3
  generalize step b c d = s at *
  generalize √(c ^ 2 - 3 * b * d) = r at *
  -- the slope vanishes at the step length
  have hz : b + 2 * c * s + 3 * d * s ^ 2 = 0 := by
    apply mul_left_cancel₀ h3
    linear_combination (3 * d * s + c + r) * hs + hr
  unfold cubic
  linear_combination h * hz + h ^ 2 * hs

/-- A cubic with `d ≠ 0` has a local minimum at `s` exactly when `3bd < c²` and `s` is the
step length. -/
theorem cubic_isLocalMin_iff (a : ℝ) {b c d : ℝ} (hd : d ≠ 0) (s : ℝ) :
    IsLocalMin (cubic a b c d) s ↔ 3 * b * d < c ^ 2 ∧ s = step b c d := by
  have hd' : 0 < |d| := abs_pos.2 hd
  constructor
  · intro hmin
    have hder : HasDerivAt (cubic a b c d) (b + 2 * c * s + 3 * d * s ^ 2) s := by
      have h := ((((hasDerivAt_id' s).const_mul b).const_add a).fun_add
        ((hasDerivAt_pow 2 s).const_mul c)).fun_add ((hasDerivAt_pow 3 s).const_mul d)
      refine h.congr_deriv ?_
      show b * 1 + c * (((2 : ℕ) : ℝ) * s ^ 1) + d * (((3 : ℕ) : ℝ) * s ^ 2) = _
      push_cast
      ring
    have q := hmin.hasDerivAt_eq_zero hder
    -- a small displacement against the sign of `d` excludes nonpositive curvature
    have hb : 0 < c + 3 * d * s := by
      by_contra hneg
      have hev : ∀ᶠ y in 𝓝 s, cubic a b c d s ≤ cubic a b c d y := hmin
      rw [Metric.eventually_nhds_iff] at hev
      obtain ⟨ε, hε, hball⟩ := hev
      obtain ⟨t, ht0, ht⟩ : ∃ t : ℝ, 0 < t ∧ t * |d| = ε / 2 :=
        ⟨ε / 2 / |d|, by positivity, div_mul_cancel₀ _ hd'.ne'⟩
      have hle := hball (y := s - t * d) (by
        rw [Real.dist_eq, show s - t * d - s = -(t * d) by ring, abs_neg, abs_mul,
          abs_of_pos ht0, ht]
        linarith)
      have hd2 : 0 < t * d ^ 2 := by positivity
      have hp : 0 < (t * d) ^ 2 * (t * d ^ 2 - (c + 3 * d * s)) :=
        mul_pos (by positivity) (by linarith)
      have hid : cubic a b c d (s - t * d) =
          cubic a b c d s - (t * d) ^ 2 * (t * d ^ 2 - (c + 3 * d * s)) := by
        unfold cubic
        linear_combination (-(t * d)) * q
      linarith
    have hb2 : c ^ 2 - 3 * b * d = (c + 3 * d * s) ^ 2 := by
      linear_combination (-3 * d) * q
    refine ⟨by linarith [pow_pos hb 2], ?_⟩
    unfold step
    rw [hb2, Real.sqrt_sq hb.le, eq_div_iff (mul_ne_zero (by norm_num) hd)]
    ring
  · rintro ⟨hD, rfl⟩
    have hr : 0 < √(c ^ 2 - 3 * b * d) := Real.sqrt_pos.2 (sub_pos.2 hD)
    have hev : ∀ᶠ y in 𝓝 (step b c d), cubic a b c d (step b c d) ≤ cubic a b c d y := by
      rw [Metric.eventually_nhds_iff]
      refine ⟨√(c ^ 2 - 3 * b * d) / |d|, div_pos hr hd', fun y hy => ?_⟩
      rw [Real.dist_eq, lt_div_iff₀ hd', ← abs_mul] at hy
      have hlow := (abs_lt.1 hy).1
      have hexp := cubic_about_step a hd hD.le (y - step b c d)
      rw [add_sub_cancel] at hexp
      rw [hexp]
      have := mul_nonneg (sq_nonneg (y - step b c d))
        (show 0 ≤ √(c ^ 2 - 3 * b * d) + d * (y - step b c d) by linarith)
      linarith
    exact hev

/-- If `c₃ ≠ 0`, the functional along `L + sD` has a local minimum at `s` exactly when `3c₁c₃ < c₂²`
and `s = (-c₂ + √(c₂² - 3c₁c₃)) / (3c₃)`. -/
theorem energy_isLocalMin_iff (K L D : Matrix n n ℝ) (h3 : c₃ K D ≠ 0) (s : ℝ) :
    IsLocalMin (fun t : ℝ => energy K (L + t • D)) s ↔
      3 * c₁ K L D * c₃ K D < c₂ K L D ^ 2 ∧
        s = (-c₂ K L D + √(c₂ K L D ^ 2 - 3 * c₁ K L D * c₃ K D)) / (3 * c₃ K D) := by
  rw [funext (energy_line K L D)]
  exact cubic_isLocalMin_iff _ h3 s

/-- If `c₃ ≠ 0`, a local minimum exists on the search line exactly when `3c₁c₃ < c₂²`. -/
theorem exists_isLocalMin_iff (K L D : Matrix n n ℝ) (h3 : c₃ K D ≠ 0) :
    (∃ s, IsLocalMin (fun t : ℝ => energy K (L + t • D)) s) ↔
      3 * c₁ K L D * c₃ K D < c₂ K L D ^ 2 :=
  ⟨fun ⟨s, hs⟩ => ((energy_isLocalMin_iff K L D h3 s).1 hs).1,
    fun h => ⟨_, (energy_isLocalMin_iff K L D h3 _).2 ⟨h, rfl⟩⟩⟩

/-- A nonzero displacement `h` from the local minimum lowers the functional exactly when
`c₃ h < -√(c₂² - 3c₁c₃)`. -/
theorem escape_iff (K L D : Matrix n n ℝ) (h3 : c₃ K D ≠ 0) {s h : ℝ} (hh : h ≠ 0)
    (hs : IsLocalMin (fun t : ℝ => energy K (L + t • D)) s) :
    energy K (L + (s + h) • D) < energy K (L + s • D) ↔
      c₃ K D * h < -√(c₂ K L D ^ 2 - 3 * c₁ K L D * c₃ K D) := by
  obtain ⟨hD, hstep⟩ := (energy_isLocalMin_iff K L D h3 s).1 hs
  have hexp := cubic_about_step (energy K L) h3 hD.le h
  rw [show step (c₁ K L D) (c₂ K L D) (c₃ K D) = s from hstep.symm] at hexp
  rw [energy_line K L D (s + h), energy_line K L D s, hexp]
  constructor
  · intro H
    by_contra hc
    have := mul_nonneg (sq_nonneg h)
      (show 0 ≤ √(c₂ K L D ^ 2 - 3 * c₁ K L D * c₃ K D) + c₃ K D * h by linarith)
    linarith
  · intro H
    have := mul_neg_of_pos_of_neg (show 0 < h ^ 2 by positivity)
      (show √(c₂ K L D ^ 2 - 3 * c₁ K L D * c₃ K D) + c₃ K D * h < 0 by linarith)
    linarith

/-- Along a descent direction with `c₃ > 0` the functional has a local minimum at a positive
step. -/
theorem descent_has_forward_min (K L D : Matrix n n ℝ)
    (h1 : trace (gradient K L * D) < 0) (h3 : 0 < c₃ K D) :
    ∃ s, 0 < s ∧ IsLocalMin (fun t : ℝ => energy K (L + t • D)) s := by
  rw [← slope_eq_trace_gradient] at h1
  have hneg := mul_neg_of_neg_of_pos h1 h3
  have hroot : c₂ K L D < √(c₂ K L D ^ 2 - 3 * c₁ K L D * c₃ K D) :=
    Real.lt_sqrt_of_sq_lt (by linarith)
  refine ⟨_, ?_, (energy_isLocalMin_iff K L D h3.ne' _).2 ⟨?_, rfl⟩⟩
  · exact div_pos (by linarith) (by linarith)
  · linarith [sq_nonneg (c₂ K L D)]

end

end DensityMatrixLineSearch
```

```lean
#print axioms DensityMatrixLineSearch.cubic_isLocalMin_iff
#print axioms DensityMatrixLineSearch.exists_isLocalMin_iff
#print axioms DensityMatrixLineSearch.escape_iff
#print axioms DensityMatrixLineSearch.descent_has_forward_min
```

```
'DensityMatrixLineSearch.cubic_isLocalMin_iff' depends on axioms: [propext, Classical.choice, Quot.sound]
'DensityMatrixLineSearch.exists_isLocalMin_iff' depends on axioms: [propext, Classical.choice, Quot.sound]
'DensityMatrixLineSearch.escape_iff' depends on axioms: [propext, Classical.choice, Quot.sound]
'DensityMatrixLineSearch.descent_has_forward_min' depends on axioms: [propext, Classical.choice, Quot.sound]
```

### What the theorems say about the physics

The type `n` labels a finite basis, and `Matrix n n ℝ` holds the real matrices $K$, $L$ and $D$. The functional $\Omega$ is `energy K L`, which also serves as $c_0$; `c₁`, `c₂` and `c₃` are the trace coefficients above. In the lemmas about a general cubic, `a b c d` stand for $c_0,c_1,c_2,c_3$.

`energy_isLocalMin_iff` states that, for `c₃ K D ≠ 0`, the number `s` is a local minimum of the functional on the line if and only if $3c_1c_3<c_2^2$ and `s` equals the formula. `exists_isLocalMin_iff` is the existence criterion. `IsLocalMin` means that no sufficiently near step gives a lower value. `escape_iff` and `descent_has_forward_min` are the two consequences.

Neither symmetry nor commutation is assumed. The matrix `gradient K L` is fixed by the convention that the slope at $s=0$ is $\mathrm{Tr}(GD)$; for general matrices, the gradient in the entrywise inner product is its transpose.

The hypothesis $c_3\neq0$ says that the line function is genuinely cubic; lines on which it is quadratic or simpler are left out. $K$ is held fixed, so there is no self-consistent update, and the functional is written without an overlap matrix, as for an orthonormal basis. The theorems concern one line at a time: they don't say that the minimiser is idempotent or that repeated searches converge.

For independent electrons with a fixed real Hamiltonian and a fixed chemical potential, in a finite orthonormal basis, the result gives the step to the local minimum along a search line from a few traces, with no trial energies, whenever $c_3\neq0$ and $c_2^2>3c_1c_3$. The sign of the step and the change in $\Omega$ still have to be checked: if $c_1<0$ and $c_3<0$, the local minimum can lie at a negative step and have a higher $\Omega$ than the starting point. With $1\times1$ matrices $K=1$, $L=2$ and $D=1$, for example, the start has $\Omega=-4$, and the local minimum is at $s=-2$ with $\Omega=0$. Sparse matrices are covered as long as their products are evaluated without truncation.

### How the proof follows the calculation

`energy_line` is the expansion. Its first `simp only` call distributes the products without reordering them, `module` matches the scalar coefficients of each matrix word, and linearity of the trace then yields the cubic. `slope_eq_trace_gradient` collects five cyclic moves, `h1` to `h5`, and adds them with the right weights by `linear_combination`.

`cubic_about_step` proves that the change around the step length is $h^2(\sqrt\Delta+c_3h)$. It first derives the zero slope, `hz`, by cancelling the nonzero factor $3c_3$.

`cubic_isLocalMin_iff` contains the main argument. In the forward direction, the derivative vanishes at the minimum. Positive curvature, `hb`, is proved by contradiction: the displacement $h=-t\,c_3$, with $t>0$ chosen so that $|h|$ is half the radius of the neighbourhood, would lower the cubic. Then `hb2` is the identity $\Delta=\kappa^2$, and the positive sign of $\kappa$ selects the root. In the reverse direction, the proof uses the neighbourhood of radius $\sqrt\Delta/|c_3|$, on which the factor $\sqrt\Delta+c_3h$ is nonnegative.

`energy_isLocalMin_iff` replaces the functional by its cubic and applies this lemma. `escape_iff` reads off the sign of the same factor, and `descent_has_forward_min` uses $c_1c_3<0$ to obtain $c_2<\sqrt\Delta$, which makes the step positive.
